# For the half-filled Hubbard dimer with U ≥ 0, the Müller minimum over real, spin-unpolarised 1-RDMs is the lowest singlet energy

Take two sites, two electrons, hopping t = 1 and on-site repulsion U = 3. If n is the occupation of the bonding orbital per spin, the Müller energy is

E(n) = −2t(2n − 1) + U(1/2 − √(n(1 − n))).

At n = 0.9 this is −1.6 + 3(0.5 − 0.3) = −1. The exact singlet matrix, with rows (0, −2) and (−2, 3), has eigenvalues −1 and 4. An approximate density-matrix functional has hit the exact energy, and I believe that it does so for all t > 0 and U ≥ 0, with minimum (U − √(U² + 16t²))/2. Can this be made rigorous and machine-checked, and does the minimum survive if the two sites may carry different densities?

## The energy on a unit circle

Yes to both. In your example, put x = 2n − 1 and y = 2√(n(1 − n)). Then x² + y² = 1, and the energy is 3/2 − (4x + 3y)/2. On the unit circle 4x + 3y is at most 5, reached at (x, y) = (0.8, 0.6), which is n = 0.9. The minimum is therefore (3 − 5)/2 = −1.

For general t ≠ 0 and U ≥ 0, write S = √(U² + 16t²). The energy is

E = U/2 − (4tx + Uy)/2,

and the identity

(4tx + Uy)² + (4ty − Ux)² = S²(x² + y²)

gives 4tx + Uy ≤ S, hence E ≥ (U − S)/2.

Equality requires 4tx + Uy = S and 4ty = Ux. Then

S²x = 16t²x + U²x = 4t(4tx + Uy) = 4tS,

so x = 4t/S and n = (1 + 4t/S)/2. Conversely, this n lies in [0,1] because |4t| ≤ S. It gives y = √(1 − x²) = U/S, where U ≥ 0 fixes the sign, and the bound is attained.

The same circle yields a neighbouring result by hand. With the sign of the square root reversed, −2t(2n − 1) + U(1/2 + √(n(1 − n))) has maximum (U + S)/2 over n in [0,1], which is the upper eigenvalue of the singlet matrix.

## Unequal site densities

Let γ be the 1-RDM of each spin and R its positive semidefinite square root. Label the sites 0 and 1, and write R₀₀ = p, R₀₁ = R₁₀ = q, R₁₁ = r. One electron per spin means

tr R² = p² + 2q² + r² = 1.

The Müller energy has three parts:

- The hopping energy is −2t(γ₀₁ + γ₁₀) = −4tq(p + r).
- The Hartree energy is (U/2)[(2γ₀₀)² + (2γ₁₁)²]. Since γ₀₀ + γ₁₁ = 1 and γ₀₀ − γ₁₁ = p² − r², it equals U + U(p² − r²)².
- The exchange term is −U(p² + r²) = −U(1 − 2q²). Müller's functional has R here where Hartree–Fock exchange has γ, so this term models correlation as well as exchange.

Now set x = 2q(p + r) and y = 1 − 4q². The sum becomes

E = U/2 − (4tx + Uy)/2 + U(p² − r²)².

The last term is the cost of unequal densities, and it is nonnegative. From (p + r)² = 2(p² + r²) − (p − r)² and the trace condition,

x² + y² = 1 − 4q²(p − r)² ≤ 1.

The point now lies in the unit disc, so 4tx + Uy ≤ S still holds, and so does the lower bound.

For equal sites, p = r = (√n + √(1 − n))/2 and q = (√n − √(1 − n))/2. This returns x = 2n − 1, y = 2√(n(1 − n)) and your formula E(n), so the bound is attained within the larger set too.

## The exact singlet energy

In the basis of the covalent and the symmetric ionic singlet, an eigenvector v with eigenvalue E satisfies

−2t v₁ = E v₀,

−2t v₀ + U v₁ = E v₁.

Eliminating either component gives (E² − UE − 4t²)v₀ = 0 and (E² − UE − 4t²)v₁ = 0. Since v ≠ 0, the bracket vanishes, so (U − 2E)² = S² and E ≥ (U − S)/2.

The value E₀ = (U − S)/2 occurs, with normalised eigenvector (2t, −E₀)/√(4t² + E₀²). In your example this is (2, 1)/√5. The other two-electron levels, the triplet at 0 and the antisymmetric ionic singlet at U, lie above E₀ < 0, so E₀ is the ground-state energy of the dimer.

## What the Lean statement says about the dimer

The main theorem, `mueller_exact_for_dimer`, assumes `t ≠ 0` (coupled sites) and `0 ≤ U` (no attraction). It states that one number is the least element of two sets: the Müller energies of all admissible roots, and the eigenvalues of the singlet matrix. `IsLeast` means that the number belongs to the set and is a lower bound for it.

- `muellerEnergy t U R` is the three-part energy above, with `R * R` as the 1-RDM of each spin. Using one matrix for both spins makes the state spin-unpolarised.
- `admissible` contains the real positive semidefinite `R` with `(R * R).trace = 1`. The eigenvalues of γ are then nonnegative and sum to 1, so the Pauli bounds hold automatically.
- `rootRDM n` is the root for equal sites, and `dimerEnergy t U n` is your E(n). Here n is the occupation of the in-phase orbital (1, 1)/√2, which is the bonding one when t > 0.
- `singletH t U` is the singlet matrix. Its eigenvalues are defined through nonzero vectors `v` with `singletH t U *ᵥ v = E • v`.

Your one-variable claim is `dimerEnergy_isLeast`. Uniqueness of the minimiser, in `dimerEnergy_eq_iff`, concerns n in [0,1], not all of `admissible`. Both theorems also assume `t ≠ 0` and `0 ≤ U`, which their docstrings don't repeat. The sign of U matters: for U < 0 and t ≠ 0 the minimum over n is U/2 − 2|t|, which is higher than (U − S)/2.

The singlet matrix is taken as given; its derivation from the two-electron Hamiltonian is not in the file. Complex or spin-polarised 1-RDMs, unequal site potentials, other fillings and longer chains are not covered either. For this two-site model, the result supplies a closed-form energy and occupation against which a 1-RDM minimisation code can be compared.

```lean
import Mathlib

open Matrix

namespace HubbardDimerMueller

noncomputable section

/-- Müller energy of the half-filled Hubbard dimer (hopping, Hartree and exchange terms), as a
function of the square root `R` of the 1-RDM `R * R` of each spin. -/
def muellerEnergy (t U : ℝ) (R : Matrix (Fin 2) (Fin 2) ℝ) : ℝ :=
  -2 * t * ((R * R) 0 1 + (R * R) 1 0)
    + U / 2 * ∑ i, (2 * (R * R) i i) ^ 2 - U * ∑ i, R i i ^ 2

/-- Positive semidefinite square roots of the real 1-RDMs with one electron per spin. -/
def admissible : Set (Matrix (Fin 2) (Fin 2) ℝ) :=
  {R | R.PosSemidef ∧ (R * R).trace = 1}

/-- Square root of the site-symmetric 1-RDM with occupation `n` of the in-phase orbital `(1, 1)/√2`
and `1 - n` of the out-of-phase orbital `(1, -1)/√2`, for `n` in `[0,1]`. -/
def rootRDM (n : ℝ) : Matrix (Fin 2) (Fin 2) ℝ :=
  !![(√n + √(1 - n)) / 2, (√n - √(1 - n)) / 2;
     (√n - √(1 - n)) / 2, (√n + √(1 - n)) / 2]

/-- Müller energy of the site-symmetric 1-RDM as a function of the occupation `n` in `[0,1]` of the
in-phase orbital. -/
def dimerEnergy (t U n : ℝ) : ℝ :=
  -2 * t * (2 * n - 1) + U * (1 / 2 - √(n * (1 - n)))

/-- Hamiltonian of the dimer in the basis of the covalent and the symmetric ionic singlet. -/
def singletH (t U : ℝ) : Matrix (Fin 2) (Fin 2) ℝ := !![0, -2 * t; -2 * t, U]

/-- The closed-form energy `(U - √(U² + 16t²)) / 2`. -/
def groundEnergy (t U : ℝ) : ℝ := (U - √(U ^ 2 + 16 * t ^ 2)) / 2

/-- The in-phase orbital's occupation `(1 + 4t / √(U² + 16t²)) / 2`, for `t` and `U` not both zero.
-/
def optimalOccupation (t U : ℝ) : ℝ := (1 + 4 * t / √(U ^ 2 + 16 * t ^ 2)) / 2

/-- The Müller energy written in the entries of a symmetric root `R`. -/
theorem muellerEnergy_eq (t U : ℝ) {R : Matrix (Fin 2) (Fin 2) ℝ} (h : R 1 0 = R 0 1) :
    muellerEnergy t U R = -4 * t * (R 0 1 * (R 0 0 + R 1 1))
      + 2 * U * ((R 0 0 ^ 2 + R 0 1 ^ 2) ^ 2 + (R 0 1 ^ 2 + R 1 1 ^ 2) ^ 2)
      - U * (R 0 0 ^ 2 + R 1 1 ^ 2) := by
  simp only [muellerEnergy, Matrix.mul_apply, Fin.sum_univ_two, h]
  ring

/-- The Müller energy of every admissible 1-RDM is at least `(U - √(U² + 16t²)) / 2`. -/
theorem groundEnergy_le (t : ℝ) {U : ℝ} (hU : 0 ≤ U) {R : Matrix (Fin 2) (Fin 2) ℝ}
    (hR : R ∈ admissible) : groundEnergy t U ≤ muellerEnergy t U R := by
  obtain ⟨hpos, htr⟩ := hR
  have h10 : R 1 0 = R 0 1 := by simpa using hpos.isHermitian.apply 0 1
  simp only [Matrix.trace_fin_two, Matrix.mul_apply, Fin.sum_univ_two, h10] at htr
  rw [muellerEnergy_eq t U h10]
  generalize R 0 0 = p at *
  generalize R 0 1 = q at *
  generalize R 1 1 = r at *
  have h : p ^ 2 + 2 * q ^ 2 + r ^ 2 = 1 := by linear_combination htr
  -- unequal site densities only raise the Hartree energy
  have e : 2 * ((p ^ 2 + q ^ 2) ^ 2 + (q ^ 2 + r ^ 2) ^ 2) = 1 + (p ^ 2 - r ^ 2) ^ 2 := by
    linear_combination (p ^ 2 + 2 * q ^ 2 + r ^ 2 + 1) * h
  have hD := mul_nonneg hU (sq_nonneg (p ^ 2 - r ^ 2))
  -- Cauchy-Schwarz for the hopping and interaction parts
  obtain ⟨x, hx⟩ : ∃ x, x = 2 * q * (p + r) := ⟨_, rfl⟩
  obtain ⟨y, hy⟩ : ∃ y, y = 1 - 4 * q ^ 2 := ⟨_, rfl⟩
  have hxy : x ^ 2 + y ^ 2 ≤ 1 := by
    have h' : x ^ 2 + y ^ 2 = 1 - 4 * (q * (p - r)) ^ 2 := by
      rw [hx, hy]
      linear_combination 8 * q ^ 2 * h
    linarith [sq_nonneg (q * (p - r))]
  have hsq : (4 * t * x + U * y) ^ 2 ≤ U ^ 2 + 16 * t ^ 2 := by
    have h1 : 0 ≤ (U ^ 2 + 16 * t ^ 2) * (1 - (x ^ 2 + y ^ 2)) :=
      mul_nonneg (by positivity) (by linarith)
    linarith [sq_nonneg (4 * t * y - U * x)]
  have key := (le_abs_self _).trans (Real.abs_le_sqrt hsq)
  have hE : -4 * t * (q * (p + r)) + 2 * U * ((p ^ 2 + q ^ 2) ^ 2 + (q ^ 2 + r ^ 2) ^ 2)
      - U * (p ^ 2 + r ^ 2)
      = U / 2 - (4 * t * x + U * y) / 2 + U * (p ^ 2 - r ^ 2) ^ 2 := by
    rw [hx, hy]
    linear_combination U * e - U * h
  rw [hE, groundEnergy]
  linarith

/-- The root with occupations `n` and `1 - n` is admissible, and its Müller energy is the
one-variable expression `dimerEnergy`. -/
theorem rootRDM_spec (t U : ℝ) {n : ℝ} (hn : n ∈ Set.Icc (0 : ℝ) 1) :
    rootRDM n ∈ admissible ∧ muellerEnergy t U (rootRDM n) = dimerEnergy t U n := by
  have ha := Real.sq_sqrt hn.1
  have hb := Real.sq_sqrt (sub_nonneg.mpr hn.2)
  have e00 : rootRDM n 0 0 = (√n + √(1 - n)) / 2 := rfl
  have e01 : rootRDM n 0 1 = (√n - √(1 - n)) / 2 := rfl
  have e10 : rootRDM n 1 0 = (√n - √(1 - n)) / 2 := rfl
  have e11 : rootRDM n 1 1 = (√n + √(1 - n)) / 2 := rfl
  refine ⟨⟨Matrix.PosSemidef.of_dotProduct_mulVec_nonneg ?_ ?_, ?_⟩, ?_⟩
  · unfold Matrix.IsHermitian
    ext i j
    fin_cases i <;> fin_cases j <;> simp [rootRDM]
  · intro x
    have hx : star x ⬝ᵥ (rootRDM n *ᵥ x)
        = √n * (x 0 + x 1) ^ 2 / 2 + √(1 - n) * (x 0 - x 1) ^ 2 / 2 := by
      simp only [Matrix.mulVec, dotProduct, Fin.sum_univ_two, Pi.star_apply, star_trivial,
        e00, e01, e10, e11]
      ring
    rw [hx]
    positivity
  · simp only [Matrix.trace_fin_two, Matrix.mul_apply, Fin.sum_univ_two, e00, e01, e10, e11]
    linear_combination ha + hb
  · rw [muellerEnergy_eq t U (e10.trans e01.symm), e00, e01, e11, dimerEnergy,
      Real.sqrt_mul hn.1]
    have hd : ((√n + √(1 - n)) / 2) ^ 2 + ((√n - √(1 - n)) / 2) ^ 2 = 1 / 2 := by
      linear_combination (ha + hb) / 2
    rw [add_comm (((√n - √(1 - n)) / 2) ^ 2), hd]
    linear_combination (-2 * t) * (ha - hb) - U / 2 * (ha + hb)

/-- The optimal occupation lies between 0 and 1. -/
theorem optimalOccupation_mem {t : ℝ} (ht : t ≠ 0) (U : ℝ) :
    optimalOccupation t U ∈ Set.Icc (0 : ℝ) 1 := by
  have hS : 0 < √(U ^ 2 + 16 * t ^ 2) := Real.sqrt_pos.mpr (by positivity)
  have h := abs_le.mp (Real.abs_le_sqrt
    (show (4 * t) ^ 2 ≤ U ^ 2 + 16 * t ^ 2 by linarith [sq_nonneg U]))
  have l : -1 ≤ 4 * t / √(U ^ 2 + 16 * t ^ 2) := by
    rw [le_div_iff₀ hS]
    linarith [h.1]
  have u : 4 * t / √(U ^ 2 + 16 * t ^ 2) ≤ 1 := (div_le_one hS).mpr h.2
  unfold optimalOccupation
  constructor <;> linarith

/-- Among occupations in `[0,1]`, exactly the optimal one has the Müller energy
`(U - √(U² + 16t²)) / 2`. -/
theorem dimerEnergy_eq_iff {t U n : ℝ} (ht : t ≠ 0) (hU : 0 ≤ U)
    (hn : n ∈ Set.Icc (0 : ℝ) 1) :
    dimerEnergy t U n = groundEnergy t U ↔ n = optimalOccupation t U := by
  have hS : 0 < √(U ^ 2 + 16 * t ^ 2) := Real.sqrt_pos.mpr (by positivity)
  have hS2 : √(U ^ 2 + 16 * t ^ 2) ^ 2 = U ^ 2 + 16 * t ^ 2 := Real.sq_sqrt (by positivity)
  unfold dimerEnergy groundEnergy optimalOccupation
  generalize √(U ^ 2 + 16 * t ^ 2) = S at *
  constructor
  · intro h
    have hs := Real.sq_sqrt (mul_nonneg hn.1 (sub_nonneg.mpr hn.2))
    generalize √(n * (1 - n)) = s at *
    have h1 : 4 * t * (2 * n - 1) + 2 * U * s = S := by linear_combination -2 * h
    -- equality in Cauchy-Schwarz forces proportionality
    have h2 : (8 * t * s - U * (2 * n - 1)) ^ 2 = 0 := by
      linear_combination 4 * (16 * t ^ 2 + U ^ 2) * hs
        - (4 * t * (2 * n - 1) + 2 * U * s + S) * h1 - hS2
    have h3 : 8 * t * s - U * (2 * n - 1) = 0 := pow_eq_zero_iff two_ne_zero |>.mp h2
    have h4 : 4 * t / S = 2 * n - 1 := by
      rw [div_eq_iff hS.ne']
      apply mul_left_cancel₀ hS.ne'
      linear_combination -4 * t * h1 + U * h3 - (2 * n - 1) * hS2
    rw [h4]
    ring
  · intro h
    have hc : 4 * t / S * S = 4 * t := div_mul_cancel₀ _ hS.ne'
    have hd : U / S * S = U := div_mul_cancel₀ _ hS.ne'
    have hd0 : 0 ≤ U / S := div_nonneg hU hS.le
    generalize 4 * t / S = c at *
    generalize U / S = d at *
    have hcd : c ^ 2 + d ^ 2 = 1 := by
      apply mul_left_cancel₀ (pow_ne_zero 2 hS.ne')
      linear_combination (c * S + 4 * t) * hc + (d * S + U) * hd - hS2
    have hroot : √(n * (1 - n)) = d / 2 := by
      rw [show n * (1 - n) = (d / 2) ^ 2 by rw [h]; linear_combination (-1 / 4) * hcd]
      exact Real.sqrt_sq (by linarith)
    rw [hroot, h]
    linear_combination (-1 / 2) * (S * hcd - c * hc - d * hd)

/-- The minimum of the one-variable energy `dimerEnergy` over occupations in `[0,1]` is `(U - √(U² +
16t²)) / 2`. -/
theorem dimerEnergy_isLeast {t U : ℝ} (ht : t ≠ 0) (hU : 0 ≤ U) :
    IsLeast (dimerEnergy t U '' Set.Icc 0 1) (groundEnergy t U) := by
  have hm := optimalOccupation_mem ht U
  refine ⟨⟨_, hm, (dimerEnergy_eq_iff ht hU hm).mpr rfl⟩, ?_⟩
  rintro _ ⟨n, hn, rfl⟩
  obtain ⟨hR, hE⟩ := rootRDM_spec t U hn
  exact hE ▸ groundEnergy_le t hU hR

/-- The smallest eigenvalue of the singlet Hamiltonian is `(U - √(U² + 16t²)) / 2`. -/
theorem singletH_isLeast {t : ℝ} (ht : t ≠ 0) (U : ℝ) :
    IsLeast {E : ℝ | ∃ v : Fin 2 → ℝ, v ≠ 0 ∧ singletH t U *ᵥ v = E • v}
      (groundEnergy t U) := by
  have heig (E : ℝ) (v : Fin 2 → ℝ) : singletH t U *ᵥ v = E • v ↔
      -2 * t * v 1 = E * v 0 ∧ -2 * t * v 0 + U * v 1 = E * v 1 := by
    rw [funext_iff, Fin.forall_fin_two]
    simp [singletH, Matrix.mulVec, dotProduct, Fin.sum_univ_two]
  have hS2 : √(U ^ 2 + 16 * t ^ 2) ^ 2 = U ^ 2 + 16 * t ^ 2 := Real.sq_sqrt (by positivity)
  constructor
  · refine ⟨![2 * t, -groundEnergy t U], fun h => ?_, (heig _ _).mpr ⟨?_, ?_⟩⟩
    · have h0 : 2 * t = 0 := congrFun h 0
      exact ht (by linarith)
    · change -2 * t * (-groundEnergy t U) = groundEnergy t U * (2 * t)
      ring
    · change -2 * t * (2 * t) + U * (-groundEnergy t U)
        = groundEnergy t U * (-groundEnergy t U)
      unfold groundEnergy
      linear_combination (1 / 4) * hS2
  · rintro E ⟨v, hv, hE⟩
    obtain ⟨h0, h1⟩ := (heig E v).mp hE
    -- a nonzero eigenvector forces the characteristic equation
    have hchar : E ^ 2 - U * E - 4 * t ^ 2 = 0 := by
      by_contra hne
      apply hv
      have z0 : v 0 = 0 := (mul_eq_zero.mp (show (E ^ 2 - U * E - 4 * t ^ 2) * v 0 = 0 by
        linear_combination (U - E) * h0 + 2 * t * h1)).resolve_left hne
      have z1 : v 1 = 0 := (mul_eq_zero.mp (show (E ^ 2 - U * E - 4 * t ^ 2) * v 1 = 0 by
        linear_combination 2 * t * h0 - E * h1)).resolve_left hne
      rw [funext_iff, Fin.forall_fin_two]
      exact ⟨z0, z1⟩
    have hb := (le_abs_self _).trans (Real.abs_le_sqrt
      (show (U - 2 * E) ^ 2 ≤ U ^ 2 + 16 * t ^ 2 by linarith))
    unfold groundEnergy
    linarith

/-- For the Hubbard dimer, the minimum of the Müller energy over all admissible 1-RDMs and the
smallest eigenvalue of the singlet Hamiltonian are both `(U - √(U² + 16t²)) / 2`. -/
theorem mueller_exact_for_dimer {t U : ℝ} (ht : t ≠ 0) (hU : 0 ≤ U) :
    IsLeast (muellerEnergy t U '' admissible) ((U - √(U ^ 2 + 16 * t ^ 2)) / 2) ∧
    IsLeast {E : ℝ | ∃ v : Fin 2 → ℝ, v ≠ 0 ∧ singletH t U *ᵥ v = E • v}
      ((U - √(U ^ 2 + 16 * t ^ 2)) / 2) := by
  refine ⟨⟨?_, ?_⟩, singletH_isLeast ht U⟩
  · obtain ⟨n, hn, hE⟩ := (dimerEnergy_isLeast ht hU).1
    obtain ⟨hR, hM⟩ := rootRDM_spec t U hn
    exact ⟨_, hR, hM.trans hE⟩
  · rintro _ ⟨R, hR, rfl⟩
    exact groundEnergy_le t hU hR

end

end HubbardDimerMueller
```

```lean
#print axioms HubbardDimerMueller.mueller_exact_for_dimer
-- 'HubbardDimerMueller.mueller_exact_for_dimer' depends on axioms: [propext, Classical.choice, Quot.sound]
```

## How the proof follows the algebra

`muellerEnergy_eq` expands the matrix products into the entries of a symmetric `R`.

`groundEnergy_le` is the lower bound for U ≥ 0, with equal or unequal site densities. It extracts symmetry and the trace condition from `admissible`, then names the entries `p`, `q`, `r`. The identity `e` isolates the Hartree cost of unequal densities, `hxy` places (x, y) in the unit disc, and `hsq` is Cauchy–Schwarz. `Real.abs_le_sqrt` turns the bound on the square into a bound by S, and `hE` rewrites the energy in terms of x and y. The tactic `linear_combination` checks each identity by adding stated multiples of known equations.

`rootRDM_spec` shows that the equal-site root is admissible and has energy E(n). Positivity comes from writing its quadratic form as

√n (x₀ + x₁)²/2 + √(1 − n) (x₀ − x₁)²/2,

where x₀ and x₁ are the components of an arbitrary vector.

`optimalOccupation_mem` derives 0 ≤ n ≤ 1 from |4t| ≤ S. In `dimerEnergy_eq_iff`, the forward direction is the equality case: `h2` says that the square of 4ty − Ux vanishes, written with `s` = y/2, and `h4` gives 4t/S = 2n − 1. The reverse direction sets `c` = 4t/S and `d` = U/S, proves c² + d² = 1, and uses `hd0`, the nonnegativity of `d`, to evaluate the square root as d/2.

`dimerEnergy_isLeast` combines this attained value with the general lower bound, applied to `rootRDM n`.

`singletH_isLeast` supplies the unnormalised eigenvector (2t, −E₀) for membership. For the lower bound, `hchar` is the characteristic equation: if it failed, both components of `v` would vanish.

The main theorem then takes its minimiser from the equal-site family, its lower bound from `groundEnergy_le`, and its second half from `singletH_isLeast`.
